# The single peak of the model thermal conductivity 1/W(T), where W(T) = a/T³ + b T exp(−θ/T) with a, b, θ > 0, and its shift with crystal size

**Q:** Show me the mechanism in numbers before any formalism.

**A:** In a simple model of a crystal whose heat is carried by phonons, let W be the thermal resistivity at temperature T, with boundary term a/T³ and umklapp term b T exp(−θ/T). In reduced units take b = θ = 1 and a = 2/(3e) ≈ 0.245. Then

W(1/2) ≈ 2.03, W(1) ≈ 0.61, W(2) ≈ 1.24.

At T = 1/2 the boundary term is much the larger of the two, and it falls on warming. At T = 2 the umklapp term is much the larger, and it rises. The minimum is exactly at T = 1, where the conductivity 1/W is about 1.63. Now raise a to 8 exp(−1/2) ≈ 4.85. The minimum moves to T = 2, and the peak conductivity drops to about 0.55.

**Q:** What physics do the three constants stand for?

**A:** At low temperature the phonon heat capacity grows as T³ and the mean free path is limited by the crystal size L. The boundary-limited conductivity is then proportional to L T³, so a is proportional to 1/L. Umklapp scattering needs phonons of large wavevector, whose number at low temperature is suppressed by a factor like exp(−θ/T). Here θ is an activation energy divided by Boltzmann's constant, and b sets the strength. At high temperature the exponential tends to 1 and the conductivity falls as 1/T.

In Lean all these quantities are real numbers, with units left implicit.

```lean
import Mathlib

open Set

namespace ThermalConductivityPeak

noncomputable section

/-- Thermal resistivity at temperature `T`: boundary scattering `a / T ^ 3` plus umklapp
scattering `b T exp (-θ / T)`. -/
def resistivity (a b θ T : ℝ) : ℝ := a / T ^ 3 + b * T * Real.exp (-θ / T)

/-- Thermal conductivity, the reciprocal of the resistivity. -/
def conductivity (a b θ T : ℝ) : ℝ := 1 / resistivity a b θ T
```

**Q:** Adding the two resistivities is already an approximation.

**A:** Yes, and it is assumed here, not derived. Scattering rates depend on phonon frequency and branch, and a transport calculation combines them mode by mode. The formula also leaves out isotope and point-defect scattering, and any separate treatment of normal processes. Its boundary term keeps the T³ law at every temperature, although the heat capacity follows that law only well below the Debye temperature. The opening numbers, with peaks at θ and 2θ, were chosen for easy arithmetic and illustrate the formula, not a real crystal. The theorems concern this two-term function.

**Q:** Then how is "peak" defined? A vanishing slope would not satisfy me.

**A:** It is a global condition. First comes a name for the quantity that will decide the slope:

B(T) = b (T⁴ + θ T³) exp(−θ/T),

called `balance` in the file. `IsPeakTemperature a b θ P` then says that P is positive and that W(P) ≤ W(T) for every positive T.

```lean
/-- The umklapp side of the peak equation, `b (T ^ 4 + θ T ^ 3) exp (-θ / T)`. -/
def balance (b θ T : ℝ) : ℝ := b * (T ^ 4 + θ * T ^ 3) * Real.exp (-θ / T)

/-- `P` is a positive temperature at which the resistivity is least among all positive
temperatures. -/
def IsPeakTemperature (a b θ P : ℝ) : Prop :=
  0 < P ∧ ∀ T, 0 < T → resistivity a b θ P ≤ resistivity a b θ T
```

The restriction to positive T matters: Lean sets division by zero to zero, so `resistivity` takes the meaningless value 0 at T = 0, which would undercut every physical temperature.

**Q:** Why minimise the resistivity, when the experiment shows a maximum of the conductivity?

**A:** The definition could have asked for 1/W(T) ≤ 1/W(P) instead. For positive a, b and θ, W is positive at every T > 0, so both versions select the same temperatures. The change would be in the proofs, which would need that positivity each time they passed between W and its reciprocal. With the present definition it is needed only when peak heights are compared.

**Q:** Fine. Where does B come from?

**A:** Differentiate W. The boundary term gives −3a/T⁴. In the umklapp term, the derivative of −θ/T is θ/T², so the product rule gives

b exp(−θ/T) + b T (θ/T²) exp(−θ/T) = b (1 + θ/T) exp(−θ/T).

Put everything over T⁴:

W′(T) = (B(T) − 3a)/T⁴.

The sign of the slope is therefore the sign of B(T) − 3a. In Lean, `h1`, `h2` and `h3` are the derivatives of a/T³, −θ/T and bT. They are combined by the sum, product and chain rules, and `field_simp` with `ring` brings the result to the common denominator.

```lean
/-- The slope of the resistivity in temperature is `(balance - 3 a) / T ^ 4`. -/
theorem hasDerivAt_resistivity (a b θ : ℝ) {T : ℝ} (hT : 0 < T) :
    HasDerivAt (resistivity a b θ) ((balance b θ T - 3 * a) / T ^ 4) T := by
  have hT0 : T ≠ 0 := hT.ne'
  have h1 : HasDerivAt (fun x : ℝ => a / x ^ 3) (-(3 * a) / T ^ 4) T := by
    have h := (hasDerivAt_const T a).fun_div (hasDerivAt_pow 3 T) (pow_ne_zero 3 hT0)
    refine h.congr_deriv ?_
    simp only [Nat.cast_ofNat, Nat.reduceSub]
    field_simp
    try ring
  have h2 : HasDerivAt (fun x : ℝ => -θ / x) (θ / T ^ 2) T :=
    ((hasDerivAt_const T (-θ)).fun_div (hasDerivAt_id' T) hT0).congr_deriv (by ring)
  have h3 : HasDerivAt (fun x : ℝ => b * x) b T :=
    ((hasDerivAt_id' T).const_mul b).congr_deriv (mul_one b)
  have h := h1.fun_add (h3.fun_mul h2.exp)
  refine h.congr_deriv ?_
  simp only [balance]
  generalize Real.exp (-θ / T) = E
  field_simp
  try ring
```

**Q:** The slope could still change sign several times.

**A:** Not if B is strictly increasing, and it is. For 0 < x < y, the factor b(T⁴ + θT³) is strictly larger at y. Since θ/y < θ/x, the exponential is larger there too. Both factors are positive, so B(x) < B(y). The lemma makes these comparisons and multiplies them with `mul_lt_mul`.

```lean
/-- The umklapp side of the peak equation strictly increases with temperature. -/
theorem balance_strictMonoOn {b θ : ℝ} (hb : 0 < b) (hθ : 0 < θ) :
    StrictMonoOn (balance b θ) (Ioi 0) := by
  intro x hx y hy hxy
  have hx0 : 0 < x := hx
  have hy0 : 0 < y := hy
  have h4 : x ^ 4 < y ^ 4 := pow_lt_pow_left₀ hxy hx0.le (by norm_num)
  have h3 : x ^ 3 < y ^ 3 := pow_lt_pow_left₀ hxy hx0.le (by norm_num)
  have h3' : θ * x ^ 3 < θ * y ^ 3 := mul_lt_mul_of_pos_left h3 hθ
  have hp : b * (x ^ 4 + θ * x ^ 3) < b * (y ^ 4 + θ * y ^ 3) :=
    mul_lt_mul_of_pos_left (by linarith) hb
  have hd : θ / y < θ / x := div_lt_div_of_pos_left hθ hx0 hxy
  have he : Real.exp (-θ / x) ≤ Real.exp (-θ / y) :=
    Real.exp_le_exp.2 (by rw [neg_div, neg_div]; linarith)
  exact mul_lt_mul hp he (Real.exp_pos _) (by positivity)
```

**Q:** That gives at most one sign change. Why does one occur at all?

**A:** Find one temperature where B is at most 3a and another where it is at least 3a. For the cold one take

s = min(1, a/(b(1 + θ))).

Since 0 < s ≤ 1, both s⁴ and s³ are at most s, and the exponential is at most 1. So

B(s) ≤ b(1 + θ)s ≤ a ≤ 3a.

For the hot one take t = θ + 1 + 3a/b, so that t ≥ 1 and b(t − θ) = b + 3a. From exp(x) ≥ 1 + x with x = −θ/t,

B(t) ≥ b(t⁴ + θt³)(1 − θ/t) = (b + 3a) t²(t + θ) ≥ 3a.

B is continuous on [s, t], so the intermediate value theorem gives a P with B(P) = 3a. The two `calc` blocks are these two estimates, and `intermediate_value_Icc` supplies the root.

```lean
/-- The peak equation `b (T ^ 4 + θ T ^ 3) exp (-θ / T) = 3 a` has a positive solution. -/
theorem exists_balance_eq {a b θ : ℝ} (ha : 0 < a) (hb : 0 < b) (hθ : 0 < θ) :
    ∃ P, 0 < P ∧ balance b θ P = 3 * a := by
  -- a cold temperature, where the umklapp side is too small
  obtain ⟨s, hs, hs1, hs2⟩ : ∃ s : ℝ, 0 < s ∧ s ≤ 1 ∧ s ≤ a / (b * (1 + θ)) :=
    ⟨min 1 (a / (b * (1 + θ))), lt_min one_pos (by positivity),
      min_le_left _ _, min_le_right _ _⟩
  have hlow : balance b θ s ≤ 3 * a := by
    have he : Real.exp (-θ / s) ≤ 1 :=
      Real.exp_le_one_iff.2 (div_nonpos_of_nonpos_of_nonneg (by linarith) hs.le)
    have h4 : s ^ 4 ≤ s := pow_le_of_le_one hs.le hs1 (by norm_num)
    have h3 : s ^ 3 ≤ s := pow_le_of_le_one hs.le hs1 (by norm_num)
    have h5 : s * (b * (1 + θ)) ≤ a := (le_div_iff₀ (by positivity)).1 hs2
    calc balance b θ s ≤ b * (s ^ 4 + θ * s ^ 3) * 1 :=
          mul_le_mul_of_nonneg_left he (by positivity)
      _ ≤ b * (s + θ * s) * 1 := by gcongr
      _ = s * (b * (1 + θ)) := by ring
      _ ≤ 3 * a := by linarith
  -- a hot temperature, where it is too large
  obtain ⟨t, ht⟩ : ∃ t : ℝ, t = θ + 1 + 3 * a / b := ⟨_, rfl⟩
  have hq : 0 < 3 * a / b := by positivity
  have hq' : b * (3 * a / b) = 3 * a := by field_simp
  have ht1 : 1 ≤ t := by linarith
  have ht0 : 0 < t := by linarith
  have htb : b * (t - θ) = b + 3 * a := by
    rw [ht]
    linear_combination hq'
  have hhigh : 3 * a ≤ balance b θ t := by
    have he := Real.add_one_le_exp (-θ / t)
    have h2 : 1 ≤ t ^ 2 := one_le_pow₀ ht1
    have h3 : 1 ≤ t ^ 2 * (t + θ) := by nlinarith
    calc 3 * a ≤ (b + 3 * a) * 1 := by linarith
      _ ≤ (b + 3 * a) * (t ^ 2 * (t + θ)) :=
          mul_le_mul_of_nonneg_left h3 (by positivity)
      _ = b * (t ^ 4 + θ * t ^ 3) * (-θ / t + 1) := by
          rw [← htb]
          field_simp
          try ring
      _ ≤ balance b θ t := mul_le_mul_of_nonneg_left he (by positivity)
  have hc : ContinuousOn (balance b θ) (Icc s t) := by
    intro x hx
    have hx0 : x ≠ 0 := (lt_of_lt_of_le hs hx.1).ne'
    have h1 : ContinuousAt (fun y : ℝ => -θ / y) x :=
      continuousAt_const.div continuousAt_id hx0
    have h2 : ContinuousAt (fun y : ℝ => b * (y ^ 4 + θ * y ^ 3)) x := by fun_prop
    exact (h2.mul (Real.continuous_exp.continuousAt.comp h1)).continuousWithinAt
  obtain ⟨P, hP, hPe⟩ := intermediate_value_Icc (hs1.trans ht1) hc ⟨hlow, hhigh⟩
  exact ⟨P, lt_of_lt_of_le hs hP.1, hPe⟩
```

**Q:** And that root is the global minimum?

**A:** Yes. Let B(P) = 3a. Below P we have B < 3a, so W falls; above P we have B > 3a, so W rises. Any other positive T lies on one side, and W(P) < W(T) in either case. Lean treats the two sides separately, using the sign of the derivative inside the interval between T and P and continuity at its ends.

```lean
/-- At a solution of the peak equation the resistivity is strictly lower than at every other
positive temperature. -/
theorem resistivity_lt_of_balance {a b θ P T : ℝ} (hb : 0 < b) (hθ : 0 < θ) (hP : 0 < P)
    (h : balance b θ P = 3 * a) (hT : 0 < T) (hne : T ≠ P) :
    resistivity a b θ P < resistivity a b θ T := by
  rcases lt_or_gt_of_ne hne with hlt | hgt
  · -- below the root the resistivity falls
    have hanti : StrictAntiOn (resistivity a b θ) (Icc T P) := by
      refine strictAntiOn_of_deriv_neg (convex_Icc T P) (fun x hx =>
        (hasDerivAt_resistivity a b θ
          (lt_of_lt_of_le hT hx.1)).continuousAt.continuousWithinAt) ?_
      intro x hx
      rw [interior_Icc] at hx
      have hx0 : 0 < x := hT.trans hx.1
      have hm := balance_strictMonoOn hb hθ hx0 hP hx.2
      rw [(hasDerivAt_resistivity a b θ hx0).deriv]
      exact div_neg_of_neg_of_pos (by linarith) (by positivity)
    exact hanti (left_mem_Icc.2 hlt.le) (right_mem_Icc.2 hlt.le) hlt
  · -- above the root it rises
    have hmono : StrictMonoOn (resistivity a b θ) (Icc P T) := by
      refine strictMonoOn_of_deriv_pos (convex_Icc P T) (fun x hx =>
        (hasDerivAt_resistivity a b θ
          (lt_of_lt_of_le hP hx.1)).continuousAt.continuousWithinAt) ?_
      intro x hx
      rw [interior_Icc] at hx
      have hx0 : 0 < x := hP.trans hx.1
      have hm := balance_strictMonoOn hb hθ hP hx0 hx.1
      rw [(hasDerivAt_resistivity a b θ hx0).deriv]
      exact div_pos (by linarith) (by positivity)
    exact hmono (left_mem_Icc.2 hgt.le) (right_mem_Icc.2 hgt.le) hgt
```

**Q:** Does every minimiser solve the equation, or only the one you constructed?

**A:** Every one. Suppose P is a minimiser and Q is the root just found. If they differed, W(Q) < W(P) would contradict the minimality of P. So P = Q. Conversely, a root is a minimiser by the previous lemma. Hence, for a, b, θ > 0, peak temperatures are exactly the positive solutions of

b(P⁴ + θP³) exp(−θ/P) = 3a.

```lean
/-- The peak temperatures are exactly the positive solutions of
`b (P ^ 4 + θ P ^ 3) exp (-θ / P) = 3 a`. -/
theorem isPeakTemperature_iff {a b θ P : ℝ} (ha : 0 < a) (hb : 0 < b) (hθ : 0 < θ) :
    IsPeakTemperature a b θ P ↔ 0 < P ∧ balance b θ P = 3 * a := by
  constructor
  · rintro ⟨hP, hmin⟩
    obtain ⟨Q, hQ, hQe⟩ := exists_balance_eq ha hb hθ
    by_cases hPQ : P = Q
    · rw [hPQ]
      exact ⟨hQ, hQe⟩
    · exact absurd (hmin Q hQ)
        (not_le_of_gt (resistivity_lt_of_balance hb hθ hQ hQe hP hPQ))
  · rintro ⟨hP, h⟩
    refine ⟨hP, fun T hT => ?_⟩
    by_cases hTP : T = P
    · rw [hTP]
    · exact (resistivity_lt_of_balance hb hθ hP h hT hTP).le
```

**Q:** Now the shift. I accept that the peak moves, but why must it also get lower?

**A:** Take a₁ < a₂ with peak temperatures P₁ and P₂, at the same b and θ. The peak equations give B(P₁) = 3a₁ < 3a₂ = B(P₂), and since B is increasing, P₁ < P₂. For the heights, write W₁ and W₂ for the two resistivities and compare both at P₂:

W₁(P₁) ≤ W₁(P₂) < W₂(P₂).

The first step is minimality of P₁; the second holds because only the boundary term differs. Since W₁(P₁) > 0, taking reciprocals reverses the order, and the peak conductivity is strictly lower for a₂.

The theorem's first half states that each a > 0 has exactly one peak temperature, written `∃!`. Existence comes from the root, and uniqueness from B taking no value twice. Its second half is the comparison just made, with `hle` and `hlt` as the two inequalities in the chain.

```lean
/-- There is exactly one peak temperature for each boundary strength `a > 0`; when `a` grows,
the peak temperature strictly rises and the peak conductivity strictly falls. -/
theorem conductivity_peak {b θ : ℝ} (hb : 0 < b) (hθ : 0 < θ) :
    (∀ a, 0 < a → ∃! P, IsPeakTemperature a b θ P) ∧
    ∀ a₁ a₂ P₁ P₂, 0 < a₁ → a₁ < a₂ →
      IsPeakTemperature a₁ b θ P₁ → IsPeakTemperature a₂ b θ P₂ →
      P₁ < P₂ ∧ conductivity a₂ b θ P₂ < conductivity a₁ b θ P₁ := by
  constructor
  · intro a ha
    obtain ⟨P, hP, h⟩ := exists_balance_eq ha hb hθ
    refine ⟨P, (isPeakTemperature_iff ha hb hθ).2 ⟨hP, h⟩, fun Q hQ => ?_⟩
    obtain ⟨hQ0, hQe⟩ := (isPeakTemperature_iff ha hb hθ).1 hQ
    exact (balance_strictMonoOn hb hθ).injOn hQ0 hP (hQe.trans h.symm)
  · intro a₁ a₂ P₁ P₂ ha h12 h1 h2
    obtain ⟨hP1, e1⟩ := (isPeakTemperature_iff ha hb hθ).1 h1
    obtain ⟨hP2, e2⟩ := (isPeakTemperature_iff (ha.trans h12) hb hθ).1 h2
    refine ⟨((balance_strictMonoOn hb hθ).lt_iff_lt hP1 hP2).1 (by linarith), ?_⟩
    -- compare both resistivities at the second peak temperature
    have hle := h1.2 P₂ hP2
    have hlt : resistivity a₁ b θ P₂ < resistivity a₂ b θ P₂ := by
      have hd : a₁ / P₂ ^ 3 < a₂ / P₂ ^ 3 := div_lt_div_of_pos_right h12 (pow_pos hP2 3)
      unfold resistivity
      linarith
    have hpos : 0 < resistivity a₁ b θ P₁ := by
      unfold resistivity
      positivity
    exact one_div_lt_one_div_of_lt hpos (lt_of_le_of_lt hle hlt)
```

**Q:** What if I drop one of the positivity conditions?

**A:** Set b = 0 and keep a > 0. Then W(T) = a/T³, so W(2T) = W(T)/8. Every temperature is beaten by its double, and there is no peak. Physically, with boundary scattering alone, this model's conductivity grows as T³ without limit.

**Q:** I had always pictured the peak as the point where the two mechanisms contribute equally.

**A:** In general it isn't. Solve the peak equation for the boundary term:

a/P³ = b(P + θ) exp(−θ/P)/3.

Hence

b P exp(−θ/P) = [3P/(P + θ)] (a/P³).

The two contributions are equal only when P = θ/2. For a peak far below θ, the umklapp part is a small fraction of the boundary part: it rises so steeply that it turns the curve while still small. In the opening example P = θ = 1, and the ratio is 3/2. The Lean proof solves the peak equation for a, substitutes, and simplifies.

```lean
/-- At the peak temperature `P` the umklapp resistivity is `3 P / (P + θ)` times the boundary
resistivity. -/
theorem umklapp_eq_at_peak {a b θ P : ℝ} (ha : 0 < a) (hb : 0 < b) (hθ : 0 < θ)
    (h : IsPeakTemperature a b θ P) :
    b * P * Real.exp (-θ / P) = 3 * P / (P + θ) * (a / P ^ 3) := by
  obtain ⟨hP, e⟩ := (isPeakTemperature_iff ha hb hθ).1 h
  have hs : P + θ ≠ 0 := by positivity
  unfold balance at e
  generalize Real.exp (-θ / P) = E at e ⊢
  have ha' : a = b * (P ^ 3 * (P + θ)) * E / 3 := by linear_combination (-1 / 3) * e
  rw [ha']
  field_simp
```

**Q:** And the crystal size, which is what I can change in the laboratory?

**A:** Put a = c/L with c > 0. The constant c collects the sound velocity, the heat-capacity prefactor and the surface and shape factors. If L₁ < L₂, then c/L₂ < c/L₁, and the previous comparison applies with the crystals in reversed order. The larger crystal has its peak at a lower temperature and with a higher conductivity.

```lean
/-- With boundary strength `c / L` for a crystal of size `L`, the larger crystal has its peak at
a lower temperature and with a higher conductivity. -/
theorem peak_of_larger_crystal {b θ c L₁ L₂ P₁ P₂ : ℝ} (hb : 0 < b) (hθ : 0 < θ)
    (hc : 0 < c) (hL : 0 < L₁) (h12 : L₁ < L₂)
    (h1 : IsPeakTemperature (c / L₁) b θ P₁) (h2 : IsPeakTemperature (c / L₂) b θ P₂) :
    P₂ < P₁ ∧ conductivity (c / L₁) b θ P₁ < conductivity (c / L₂) b θ P₂ :=
  (conductivity_peak hb hθ).2 _ _ _ _ (div_pos hc (hL.trans h12))
    (div_lt_div_of_pos_left hc hL h12) h2 h1

end

end ThermalConductivityPeak
```

**Q:** So I may apply this to two real samples?

**A:** Only as far as they share c, b and θ and the two-term formula describes them. A different surface finish can change c, and a different defect content adds scattering that is absent here. The ordering can also rule this description out. Suppose lattice-conductivity curves are calculated for several sample sizes, and their maxima do not shift in this direction. Then no common positive c, b and θ make the two-term formula reproduce those curves exactly. On a coarse temperature grid, though, the highest computed point can stay put while the maximum of the curve moves, so the grid must be fine enough to locate the maxima.

```lean
#print axioms ThermalConductivityPeak.umklapp_eq_at_peak
-- 'ThermalConductivityPeak.umklapp_eq_at_peak' depends on axioms: [propext, Classical.choice, Quot.sound]
#print axioms ThermalConductivityPeak.peak_of_larger_crystal
-- 'ThermalConductivityPeak.peak_of_larger_crystal' depends on axioms: [propext, Classical.choice, Quot.sound]
```
